# The Franz–Keldysh lineshape as a tail integral of a squared Airy solution

The decaying Airy function enters here through two properties, with no formula for it. It is a real function $y$ with $y''(x)=x\,y(x)$ everywhere, and the combination

$$G(x)=y'(x)^2-x\,y(x)^2$$

tends to zero as $x\to+\infty$. Both properties are hypotheses. The second stands for the physical requirement that the wave function die out deep inside the region forbidden by the field. Under them, for parabolic bands in three dimensions, the absorption that creates a non-interacting electron–hole pair in a uniform field is, up to a prefactor, the value of $G$ at a single point.

## An electron–hole pair in a uniform field

Take parabolic bands with reduced mass $\mu>0$, a force of magnitude $F>0$ along $z$, and $\hbar=1$. The relative motion along the field obeys

$$-\frac{1}{2\mu}\psi''+Fz\,\psi=E\,\psi .$$

The natural energy scale is the electro-optic energy $\theta>0$, fixed by $\theta^3=F^2/(2\mu)$, and the states are $\psi_E(z)=y\big((Fz-E)/\theta\big)$.

A photon whose energy exceeds the gap by $W$ creates a pair at zero separation, with strength $\psi(0)^2$. Negative $W$ means a photon below the gap. The energy $W$ is shared between the motion along the field and a transverse kinetic energy $\varepsilon>0$. In two transverse dimensions the density of states is constant, so up to a prefactor the absorption is

$$A(W)=\int_0^\infty \psi_{W-\varepsilon}(0)^2\,d\varepsilon .$$

The upper limit deserves care. Without a field the longitudinal energy $W-\varepsilon$ cannot be negative, and the integral stops at $\varepsilon=W$. With the field on, the longitudinal energy takes every real value. Keeping the old cut-off would remove all absorption below the gap, and for $W>0$ it would lose the amount $\theta\,G(0)$.

## What is proved

For an Airy solution with $G\to0$ at $+\infty$, and for every real $W$:

- the integral defining $A(W)$ converges, and $A(W)=\theta\,G(-W/\theta)$;
- the slope of the spectrum is $A'(W)=\psi_W(0)^2$;
- if $y$ is not identically zero, then $A(W)>0$, also below the gap.

In this two-band model without Coulomb attraction, the closed form can serve as a reference for a numerical electroabsorption spectrum.

## Derivation

**The states solve the Schrödinger equation.** Put $u=(Fz-E)/\theta$. By the chain rule,

$$\psi_E''=\frac{F^2}{\theta^2}\,u\,y(u)=\frac{F^2}{\theta^3}(Fz-E)\,\psi_E=2\mu\,(Fz-E)\,\psi_E ,$$

and dividing by $-2\mu$ gives the equation above.

**The derivative of $G$.** Using $y''=xy$,

$$G'=2y'\,(xy)-y^2-2x\,y\,y'=-y^2 .$$

**The tail integral.** For $R>x$ this gives $\int_x^R y^2\,dt=G(x)-G(R)$. Letting $R\to\infty$,

$$\int_x^\infty y(t)^2\,dt=G(x).$$

**The absorption.** At zero separation $\psi_{W-\varepsilon}(0)=y\big((\varepsilon-W)/\theta\big)$. With $t=(\varepsilon-W)/\theta$ and $d\varepsilon=\theta\,dt$,

$$A(W)=\theta\int_{-W/\theta}^\infty y(t)^2\,dt=\theta\,G(-W/\theta).$$

**The slope.** Differentiating,

$$A'(W)=\theta\cdot\big(-y(-W/\theta)^2\big)\cdot\big(-1/\theta\big)=y(-W/\theta)^2=\psi_W(0)^2 .$$

**Positivity.** Since $G'\le0$ and $G\to0$, we have $G\ge0$. Suppose $G(x)=0$ at some $x$. Then $G$ vanishes everywhere to the right of $x$. Let $y(s)\ne0$ and choose $t>x$ with $t\ge s$. Near $t$ the function $G$ is constant, so $y(t)^2=-G'(t)=0$, and then $G(t)=0$ gives $y'(t)=0$. To carry this back to $s$, consider

$$N(u)=\big(y^2+y'^2\big)\,e^{2u+u^3/3}.$$

Its derivative is the exponential times

$$(2+u^2)(y^2+y'^2)+2(1+u)\,y\,y'=\tfrac{3+u+u^2}{2}(y+y')^2+\tfrac{1-u+u^2}{2}(y-y')^2\ \ge 0 ,$$

because both quadratics in $u$ are positive. Hence $0\le N(s)\le N(t)=0$, so $y(s)=0$, a contradiction.

## How the Lean objects correspond to the physics

`IsAirySolution y dy` says that `dy` is the derivative of `y` and that `x * y x` is the derivative of `dy`, at every real point. `lineshape` is $G$, `theta F μ` is $\theta$, `fieldState y F μ E z` is $\psi_E(z)$, and `absorption y F μ W` is $A(W)$. The set `Ioi 0` is the open half-line of transverse energies. The decay condition is the hypothesis `hlim`, and `hne` says that $y$ is not identically zero.

The convergence claims are the `IntegrableOn` parts of `integral_sq_eq_lineshape` and `absorption_eq_lineshape`. They carry information, since Lean assigns the value zero to the integral of a non-integrable function.

The model assumes a constant optical matrix element and no broadening. It also leaves out the slow variation of the absorption prefactor with photon energy. The existence of a non-zero decaying solution is not established in the file. Positivity shows that absorption survives below the gap, but not how fast it falls there. Above the gap $A(W)$ never decreases, since its slope is a square. The Franz–Keldysh oscillations are oscillations of the normalised absorption about the zero-field curve, and their positions are not derived here.

The states are also unnormalised. For the standard Airy function $y=\mathrm{Ai}$, normalisation in energy multiplies $\psi_E^2$ by $F/\theta^2$, and the absorption becomes $(F/\theta)\,G(-W/\theta)$. This factor is independent of $W$ but depends on $F$, so it is needed when spectra at different fields are compared.

A different model would define $y$ as $\mathrm{Ai}$ itself, for instance by its integral representation. The Airy equation (the hypothesis `h`), `hlim` and `hne` would then become facts to prove, at the cost of constructing the function, differentiating it and estimating its decay. The identities for $G$ would stay the same.

## The Lean file

```lean
import Mathlib

open Filter MeasureTheory Set Topology

namespace FranzKeldysh

noncomputable section

/-- The function `y` solves the Airy equation `y'' = x y` on the real line, with first
derivative `dy`. -/
structure IsAirySolution (y dy : ℝ → ℝ) : Prop where
  deriv_y : ∀ x, HasDerivAt y (dy x) x
  deriv_dy : ∀ x, HasDerivAt dy (x * y x) x

/-- The lineshape function `G = y'² - x y²`. -/
def lineshape (y dy : ℝ → ℝ) (x : ℝ) : ℝ := dy x ^ 2 - x * y x ^ 2

/-- The electro-optic energy `θ`, the cube root of `F² / (2 μ)`, for force `F` and reduced
mass `μ` (with `ħ = 1`). -/
def theta (F μ : ℝ) : ℝ := (F ^ 2 / (2 * μ)) ^ (1 / 3 : ℝ)

/-- The relative electron-hole wave function along the field at energy `E`. -/
def fieldState (y : ℝ → ℝ) (F μ E z : ℝ) : ℝ := y ((F * z - E) / theta F μ)

/-- The absorption at photon energy `W` above the gap, up to a prefactor: the contact density
`ψ(0)²` summed over all transverse kinetic energies `ε`. -/
def absorption (y : ℝ → ℝ) (F μ W : ℝ) : ℝ :=
  ∫ ε in Ioi (0 : ℝ), fieldState y F μ (W - ε) 0 ^ 2

variable {y dy : ℝ → ℝ} {F μ : ℝ}

/-- The electro-optic energy is positive and its cube is `F² / (2 μ)`. -/
theorem theta_spec (hF : 0 < F) (hμ : 0 < μ) :
    0 < theta F μ ∧ theta F μ ^ 3 = F ^ 2 / (2 * μ) := by
  have cube : ∀ a : ℝ, 0 ≤ a → (a ^ (1 / 3 : ℝ)) ^ 3 = a := fun a ha => by
    rw [← Real.rpow_natCast, ← Real.rpow_mul ha]
    norm_num
  have hpos : 0 < F ^ 2 / (2 * μ) := by positivity
  exact ⟨Real.rpow_pos_of_pos hpos _, cube _ hpos.le⟩

/-- If `y` is an Airy solution, the state `ψ` is twice differentiable and solves `-ψ'' / (2 μ) + F z
ψ = E ψ`. -/
theorem fieldState_schrodinger (h : IsAirySolution y dy) (hF : 0 < F) (hμ : 0 < μ) (E : ℝ) :
    ∃ dψ ddψ : ℝ → ℝ, (∀ z, HasDerivAt (fieldState y F μ E) (dψ z) z) ∧
      (∀ z, HasDerivAt dψ (ddψ z) z) ∧
      ∀ z, -ddψ z / (2 * μ) + F * z * fieldState y F μ E z = E * fieldState y F μ E z := by
  obtain ⟨hθ, h3⟩ := theta_spec hF hμ
  have hin : ∀ z : ℝ, HasDerivAt (fun z => (F * z - E) / theta F μ) (F / theta F μ) z :=
    fun z => ((((hasDerivAt_id' z).const_mul F).sub_const E).div_const
      (theta F μ)).congr_deriv (by ring)
  refine ⟨fun z => dy ((F * z - E) / theta F μ) * (F / theta F μ),
    fun z => (F * z - E) / theta F μ * y ((F * z - E) / theta F μ) * (F / theta F μ)
      * (F / theta F μ), fun z => ?_, fun z => ?_, fun z => ?_⟩
  · exact (h.deriv_y ((F * z - E) / theta F μ)).comp z (hin z)
  · exact ((h.deriv_dy ((F * z - E) / theta F μ)).comp z (hin z)).mul_const (F / theta F μ)
  · -- the choice of `θ` makes the kinetic prefactor equal to one
    have key : 1 / theta F μ * (F / theta F μ) * (F / theta F μ) / (2 * μ) = 1 := by
      have e : 1 / theta F μ * (F / theta F μ) * (F / theta F μ) / (2 * μ)
          = (F ^ 2 / (2 * μ)) / theta F μ ^ 3 := by ring
      rw [e, ← h3, div_self (pow_ne_zero 3 hθ.ne')]
    simp only [fieldState]
    linear_combination (-(F * z - E) * y ((F * z - E) / theta F μ)) * key

/-- For an Airy solution, the lineshape function has derivative `G' = -y²`. -/
theorem hasDerivAt_lineshape (h : IsAirySolution y dy) (x : ℝ) :
    HasDerivAt (lineshape y dy) (-(y x) ^ 2) x := by
  have e : lineshape y dy = fun t => dy t * dy t - t * (y t * y t) := by
    funext t
    simp only [lineshape]
    ring
  rw [e]
  exact (((h.deriv_dy x).fun_mul (h.deriv_dy x)).fun_sub ((hasDerivAt_id' x).fun_mul
    ((h.deriv_y x).fun_mul (h.deriv_y x)))).congr_deriv (by ring)

/-- If `y` is an Airy solution and `G` tends to zero at infinity, then `y²` is integrable on `(x,
∞)` and its integral there is `G(x)`. -/
theorem integral_sq_eq_lineshape (h : IsAirySolution y dy)
    (hlim : Tendsto (lineshape y dy) atTop (𝓝 0)) (x : ℝ) :
    IntegrableOn (fun t => y t ^ 2) (Ioi x) ∧ ∫ t in Ioi x, y t ^ 2 = lineshape y dy x := by
  have hd : ∀ t ∈ Ici x, HasDerivAt (fun t => -lineshape y dy t) (y t ^ 2) t :=
    fun t _ => (hasDerivAt_lineshape h t).fun_neg.congr_deriv (by ring)
  have hp : ∀ t ∈ Ioi x, 0 ≤ y t ^ 2 := fun t _ => sq_nonneg _
  have hl : Tendsto (fun t => -lineshape y dy t) atTop (𝓝 (-0)) := hlim.neg
  refine ⟨integrableOn_Ioi_deriv_of_nonneg' hd hp hl, ?_⟩
  rw [integral_Ioi_of_hasDerivAt_of_nonneg' hd hp hl]
  ring

/-- **Franz-Keldysh lineshape.** For an Airy solution whose `G` tends to zero at infinity, the sum
over transverse energies converges, and the absorption at energy `W` above the gap is `θ G(-W/θ)`.
-/
theorem absorption_eq_lineshape (h : IsAirySolution y dy)
    (hlim : Tendsto (lineshape y dy) atTop (𝓝 0)) (hF : 0 < F) (hμ : 0 < μ) (W : ℝ) :
    IntegrableOn (fun ε => fieldState y F μ (W - ε) 0 ^ 2) (Ioi 0) ∧
      absorption y F μ W = theta F μ * lineshape y dy (-W / theta F μ) := by
  have hθ := (theta_spec hF hμ).1
  have hs : ∀ ε, fieldState y F μ (W - ε) 0 = y ((ε - W) / theta F μ) := fun ε => by
    unfold fieldState
    congr 1
    ring
  -- an antiderivative of the contact density in the transverse energy
  have hd : ∀ ε ∈ Ici (0 : ℝ), HasDerivAt
      (fun ε => -(theta F μ * lineshape y dy ((ε - W) / theta F μ)))
      (fieldState y F μ (W - ε) 0 ^ 2) ε := fun ε _ => by
    have hin : HasDerivAt (fun ε : ℝ => (ε - W) / theta F μ) (1 / theta F μ) ε :=
      ((hasDerivAt_id' ε).sub_const W).div_const (theta F μ)
    have hc : HasDerivAt (fun ε => lineshape y dy ((ε - W) / theta F μ))
        (-(y ((ε - W) / theta F μ)) ^ 2 * (1 / theta F μ)) ε :=
      by
        have hg := hasDerivAt_lineshape h ((ε - W) / theta F μ)
        have hcomp := hg.comp ε hin
        exact hcomp
    refine (hc.const_mul (theta F μ)).fun_neg.congr_deriv ?_
    rw [hs]
    have h1 : theta F μ * (1 / theta F μ) = 1 := mul_one_div_cancel hθ.ne'
    linear_combination (y ((ε - W) / theta F μ)) ^ 2 * h1
  have hp : ∀ ε ∈ Ioi (0 : ℝ), 0 ≤ fieldState y F μ (W - ε) 0 ^ 2 := fun ε _ => sq_nonneg _
  have ht : Tendsto (fun ε : ℝ => ε - W) atTop atTop :=
    (tendsto_atTop_add_const_right atTop (-W) tendsto_id).congr
      (fun ε => (sub_eq_add_neg ε W).symm)
  have hl : Tendsto (fun ε => -(theta F μ * lineshape y dy ((ε - W) / theta F μ))) atTop
      (𝓝 (-(theta F μ * 0))) :=
    ((hlim.comp (ht.atTop_div_const hθ)).const_mul (theta F μ)).neg
  refine ⟨integrableOn_Ioi_deriv_of_nonneg' hd hp hl, ?_⟩
  rw [absorption, integral_Ioi_of_hasDerivAt_of_nonneg' hd hp hl, zero_sub]
  ring

/-- For an Airy solution whose `G` tends to zero at infinity, the slope of the absorption spectrum
at `W` is the contact density `ψ(0)²` of the state with energy `W`. -/
theorem hasDerivAt_absorption (h : IsAirySolution y dy)
    (hlim : Tendsto (lineshape y dy) atTop (𝓝 0)) (hF : 0 < F) (hμ : 0 < μ) (W : ℝ) :
    HasDerivAt (absorption y F μ) (fieldState y F μ W 0 ^ 2) W := by
  have hθ := (theta_spec hF hμ).1
  have e : absorption y F μ = fun W => theta F μ * lineshape y dy (-W / theta F μ) :=
    funext fun W => (absorption_eq_lineshape h hlim hF hμ W).2
  have hin : HasDerivAt (fun W : ℝ => -W / theta F μ) (-1 / theta F μ) W :=
    (hasDerivAt_id' W).fun_neg.div_const (theta F μ)
  have hc : HasDerivAt (fun W => lineshape y dy (-W / theta F μ))
      (-(y (-W / theta F μ)) ^ 2 * (-1 / theta F μ)) W :=
    by
      have hg := hasDerivAt_lineshape h (-W / theta F μ)
      have hcomp := hg.comp W hin
      exact hcomp
  have hs : fieldState y F μ W 0 = y (-W / theta F μ) := by
    unfold fieldState
    congr 1
    ring
  rw [e, hs]
  refine (hc.const_mul (theta F μ)).congr_deriv ?_
  have h1 : theta F μ * (1 / theta F μ) = 1 := mul_one_div_cancel hθ.ne'
  linear_combination (y (-W / theta F μ)) ^ 2 * h1

/-- An Airy solution that vanishes together with its slope at `t` vanishes at every point to
the left of `t`. -/
theorem eq_zero_of_le (h : IsAirySolution y dy) {s t : ℝ} (hst : s ≤ t)
    (hy : y t = 0) (hdy : dy t = 0) : y s = 0 := by
  -- `y² + y'²` times a growing weight never decreases
  have hd : ∀ u, HasDerivAt
      (fun u => (y u * y u + dy u * dy u) * Real.exp (2 * u + u * u * u / 3))
      (Real.exp (2 * u + u * u * u / 3) * ((3 + u + u ^ 2) / 2 * (y u + dy u) ^ 2
        + (1 - u + u ^ 2) / 2 * (y u - dy u) ^ 2)) u := fun u => by
    have hi := hasDerivAt_id' u
    have hw := ((hi.const_mul 2).fun_add (((hi.fun_mul hi).fun_mul hi).div_const 3)).exp
    exact ((((h.deriv_y u).fun_mul (h.deriv_y u)).fun_add
      ((h.deriv_dy u).fun_mul (h.deriv_dy u))).fun_mul hw).congr_deriv (by ring)
  have hm := monotone_of_deriv_nonneg (fun u => (hd u).differentiableAt) (fun u => by
    rw [(hd u).deriv]
    have h1 : 0 ≤ (3 + u + u ^ 2) / 2 := by nlinarith [sq_nonneg (u + 1)]
    have h2 : 0 ≤ (1 - u + u ^ 2) / 2 := by nlinarith [sq_nonneg (u - 1)]
    positivity)
  have hle : (y s * y s + dy s * dy s) * Real.exp (2 * s + s * s * s / 3) ≤
      (y t * y t + dy t * dy t) * Real.exp (2 * t + t * t * t / 3) := hm hst
  rw [hy, hdy] at hle
  by_contra hne
  have hpos : 0 < y s * y s + dy s * dy s :=
    add_pos_of_pos_of_nonneg (mul_self_pos.mpr hne) (mul_self_nonneg _)
  have := mul_pos hpos (Real.exp_pos (2 * s + s * s * s / 3))
  linarith

/-- **Franz-Keldysh tail.** For an Airy solution that is not identically zero and whose `G` tends to
zero at infinity, the absorption is strictly positive at every photon energy, above or below the
gap. -/
theorem absorption_pos (h : IsAirySolution y dy)
    (hlim : Tendsto (lineshape y dy) atTop (𝓝 0)) (hne : ∃ s, y s ≠ 0)
    (hF : 0 < F) (hμ : 0 < μ) (W : ℝ) : 0 < absorption y F μ W := by
  rw [(absorption_eq_lineshape h hlim hF hμ W).2]
  refine mul_pos (theta_spec hF hμ).1 ?_
  generalize -W / theta F μ = x
  have ha : Antitone (lineshape y dy) := antitone_of_deriv_nonpos
    (fun u => (hasDerivAt_lineshape h u).differentiableAt) (fun u => by
      rw [(hasDerivAt_lineshape h u).deriv]
      linarith [sq_nonneg (y u)])
  have h0 : ∀ u, 0 ≤ lineshape y dy u := fun u => ha.le_of_tendsto hlim u
  by_contra hx
  obtain ⟨s, hs⟩ := hne
  -- if `G` vanishes at `x`, it vanishes on the whole half-line to the right
  have hz : ∀ u, x < u → lineshape y dy u = 0 := fun u hu =>
    le_antisymm ((ha hu.le).trans (not_lt.mp hx)) (h0 u)
  have hxt : x < max x s + 1 := by linarith [le_max_left x s]
  have hst : s ≤ max x s + 1 := by linarith [le_max_right x s]
  generalize max x s + 1 = t at hxt hst
  have hev : lineshape y dy =ᶠ[𝓝 t] fun _ => (0 : ℝ) := by
    filter_upwards [Ioi_mem_nhds hxt] with u hu using hz u hu
  have hd := (hasDerivAt_lineshape h t).unique
    ((hasDerivAt_const t (0 : ℝ)).congr_of_eventuallyEq hev)
  have hy : y t = 0 := pow_eq_zero_iff (two_ne_zero) |>.mp (by linarith)
  have hG := hz t hxt
  simp only [lineshape, hy] at hG
  have hdy : dy t = 0 := pow_eq_zero_iff (two_ne_zero) |>.mp (by linarith)
  exact hs (eq_zero_of_le h hst hy hdy)

end

end FranzKeldysh
```

```lean
#print axioms FranzKeldysh.integral_sq_eq_lineshape
#print axioms FranzKeldysh.absorption_eq_lineshape
#print axioms FranzKeldysh.hasDerivAt_absorption
#print axioms FranzKeldysh.absorption_pos
```

```
'FranzKeldysh.integral_sq_eq_lineshape' depends on axioms: [propext, Classical.choice, Quot.sound]
'FranzKeldysh.absorption_eq_lineshape' depends on axioms: [propext, Classical.choice, Quot.sound]
'FranzKeldysh.hasDerivAt_absorption' depends on axioms: [propext, Classical.choice, Quot.sound]
'FranzKeldysh.absorption_pos' depends on axioms: [propext, Classical.choice, Quot.sound]
```

## How the proof follows the derivation

`theta_spec` supplies the two properties of $\theta$ used later: it is positive, and its cube is $F^2/(2\mu)$. In `fieldState_schrodinger`, the two derivatives of $\psi_E$ are given explicitly and checked by the chain rule. The step `key` states that $F^2/(2\mu\theta^3)=1$, and `linear_combination` multiplies this identity by the right factor to obtain the Schrödinger equation.

`hasDerivAt_lineshape` is the product-rule calculation of $G'$, with the cancellation left to `ring`. In `integral_sq_eq_lineshape`, the function $-G$ is an antiderivative of $y^2$. Because $y^2\ge0$ and $-G$ has a limit, Mathlib's fundamental theorem on a half-line gives both integrability and the value.

`absorption_eq_lineshape` replaces the substitution in the integral by a direct antiderivative in $\varepsilon$, namely $-\theta\,G\big((\varepsilon-W)/\theta\big)$. The step `hd` verifies its derivative and `hl` its limit. The value at $\varepsilon=0$ then produces $\theta\,G(-W/\theta)$. `hasDerivAt_absorption` rewrites the absorption in this closed form and differentiates it.

`eq_zero_of_le` is the argument with $N(u)$. The sum of squares appears in the statement of `hd`, `nlinarith` shows that the two coefficients are non-negative, and `monotone_of_deriv_nonneg` turns this into monotonicity.

`absorption_pos` first reduces the claim to $G(x)>0$. The steps `ha` and `h0` give that $G$ is non-increasing and non-negative, and `hz` spreads a supposed zero to the right. The point $t$ is `max x s + 1`, which lies to the right of both $x$ and $s$. There $G$ agrees with the zero function on a neighbourhood (`hev`), so uniqueness of the derivative forces $y(t)=0$. The definition of $G$ then gives $y'(t)=0$, and `eq_zero_of_le` contradicts $y(s)\neq0$.
